# The potential step across a finite stack of charged double layers with altered outer sheets

The theorem `slabPotential_step` concerns N ≥ 1 layers, each with a sheet of charge density s at height jc and one of density −s at jc + d, where j runs from 0 to N − 1 and c and d are positive; the first positive sheet has s − t instead, and the last negative one −(s − t). The potential is defined, in Gaussian units, as −2π times the sum of each sheet's density times its distance from the point. The theorem says that from any height zL ≤ 0 to any height zR ≥ W, where W = (N − 1)c + d, the potential changes by −4π(sNd − tW). The attempt fixes the signs of the absolute values outside the slab, writes the difference of the two sums as one sum in `key`, and evaluates that sum with `first` and `last`, which reduce the terms in t to one layer each.

The failing Lean file:

```lean
import Mathlib

open Real Filter Topology

namespace SlabPotentialStep

noncomputable section

/-- Charge density of the positive sheet in layer `j`: it is `s`, reduced by `t` in the
first layer. -/
def posCharge (s t : ℝ) (j : ℕ) : ℝ := s - if j = 0 then t else 0

/-- Charge density of the negative sheet in layer `j` of `N`: it is `-s`, changed to `-(s - t)` in
the last layer. -/
def negCharge (N : ℕ) (s t : ℝ) (j : ℕ) : ℝ := -(s - if j + 1 = N then t else 0)

/-- Electrostatic potential (Gaussian units) at height `z` of `N` layers, with sheets of density
`posCharge s t j` at `j c` and of density `negCharge N s t j` at `j c + d`. -/
def slabPotential (N : ℕ) (c d s t z : ℝ) : ℝ :=
  -2 * π * ∑ j ∈ Finset.range N,
    (posCharge s t j * |z - j * c| + negCharge N s t j * |z - (j * c + d)|)

/-- Distance from the first to the last sheet of a slab of `N ≥ 1` layers. -/
def slabWidth (N : ℕ) (c d : ℝ) : ℝ := ((N : ℝ) - 1) * c + d

/-- For `N ≥ 1` and positive `c` and `d`, the potential step from a point left of the slab to a
point right of it is `-4π` times `s N d` minus `t` times the slab width. -/
theorem slabPotential_step {N : ℕ} {c d : ℝ} (s t : ℝ) {zL zR : ℝ} (hN : 0 < N)
    (hc : 0 < c) (hd : 0 < d) (hL : zL ≤ 0) (hR : slabWidth N c d ≤ zR) :
    slabPotential N c d s t zR - slabPotential N c d s t zL
      = -4 * π * (s * N * d - t * slabWidth N c d) := by
  obtain ⟨n, rfl⟩ : ∃ n, N = n + 1 := ⟨N - 1, by omega⟩
  have hW : slabWidth (n + 1) c d = n * c + d := by
    unfold slabWidth
    push_cast
    ring
  rw [hW] at hR ⊢
  -- outside the slab all absolute values open with a definite sign
  have key : (∑ j ∈ Finset.range (n + 1), (posCharge s t j * |zR - j * c|
        + negCharge (n + 1) s t j * |zR - (j * c + d)|))
      - (∑ j ∈ Finset.range (n + 1), (posCharge s t j * |zL - j * c|
        + negCharge (n + 1) s t j * |zL - (j * c + d)|))
      = ∑ j ∈ Finset.range (n + 1), (2 * s * d
        - (if j = 0 then t else 0) * (zR + zL - 2 * (j * c))
        + (if j + 1 = n + 1 then t else 0) * (zR + zL - 2 * (j * c + d))) := by
    rw [← Finset.sum_sub_distrib]
    apply Finset.sum_congr rfl
    intro j hj
    have hjn : (j : ℝ) ≤ n := by
      exact_mod_cast Nat.lt_succ_iff.mp (Finset.mem_range.mp hj)
    have h1 : (j : ℝ) * c ≤ n * c := mul_le_mul_of_nonneg_right hjn hc.le
    have h0 : 0 ≤ (j : ℝ) * c := by positivity
    rw [abs_of_nonneg (show 0 ≤ zR - j * c by linarith),
      abs_of_nonneg (show 0 ≤ zR - (j * c + d) by linarith),
      abs_of_nonpos (show zL - j * c ≤ 0 by linarith),
      abs_of_nonpos (show zL - (j * c + d) ≤ 0 by linarith)]
    unfold posCharge negCharge
    ring
  -- the corrections live on the first and the last sheet only
  have first : ∑ j ∈ Finset.range (n + 1),
      (if j = 0 then t else 0) * (zR + zL - 2 * (j * c)) = t * (zR + zL) := by
    rw [Finset.sum_eq_single 0]
    · simp
    · intro j _ hj
      simp [hj]
    · intro h
      simp at h
  have last : ∑ j ∈ Finset.range (n + 1),
      (if j + 1 = n + 1 then t else 0) * (zR + zL - 2 * (j * c + d))
        = t * (zR + zL - 2 * (n * c + d)) := by
    rw [Finset.sum_eq_single n]
    · simp
    · intro j _ hj
      simp [hj]
    · intro h
      simp at h
  rw [Finset.sum_add_distrib, Finset.sum_sub_distrib, first, last, Finset.sum_const,
    Finset.card_range, nsmul_eq_mul] at key
  unfold slabPotential
  rw [← mul_sub, key]
  push_cast
  ring

end

end SlabPotentialStep
```

The error:

```
Main.lean:77:30: error: Tactic `rewrite` failed: Did not find an occurrence of the pattern
  ∑ x ∈ ?m.729, (?f x - ?g x)
in the target expression
  ∑ x ∈ Finset.range (n + 1), posCharge s t x * |zR - ↑x * c| +
        ∑ x ∈ Finset.range (n + 1), negCharge (n + 1) s t x * |zR - (↑x * c + d)| -
      ∑ j ∈ Finset.range (n + 1), (posCharge s t j * |zL - ↑j * c| + negCharge (n + 1) s t j * |zL - (↑j * c + d)|) =
    ∑ j ∈ Finset.range (n + 1),
      (2 * s * d - (if j = 0 then t else 0) * (zR + zL - 2 * (↑j * c)) +
        (if j + 1 = n + 1 then t else 0) * (zR + zL - 2 * (↑j * c + d)))

c d s t zL zR : ℝ
hc : 0 < c
hd : 0 < d
hL : zL ≤ 0
n : ℕ
hN : 0 < n + 1
hR : ↑n * c + d ≤ zR
hW : slabWidth (n + 1) c d = ↑n * c + d
key :
  ∑ x ∈ Finset.range (n + 1), posCharge s t x * |zR - ↑x * c| +
        ∑ x ∈ Finset.range (n + 1), negCharge (n + 1) s t x * |zR - (↑x * c + d)| -
      ∑ j ∈ Finset.range (n + 1), (posCharge s t j * |zL - ↑j * c| + negCharge (n + 1) s t j * |zL - (↑j * c + d)|) =
    ∑ j ∈ Finset.range (n + 1),
      (2 * s * d - (if j = 0 then t else 0) * (zR + zL - 2 * (↑j * c)) +
        (if j + 1 = n + 1 then t else 0) * (zR + zL - 2 * (↑j * c + d)))
first : ∑ j ∈ Finset.range (n + 1), (if j = 0 then t else 0) * (zR + zL - 2 * (↑j * c)) = t * (zR + zL)
last :
  ∑ j ∈ Finset.range (n + 1), (if j + 1 = n + 1 then t else 0) * (zR + zL - 2 * (↑j * c + d)) =
    t * (zR + zL - 2 * (↑n * c + d))
⊢ slabPotential (n + 1) c d s t zR - slabPotential (n + 1) c d s t zL = -4 * π * (s * ↑(n + 1) * d - t * (↑n * c + d))
```

Lean accepts the file once it reads:

```diff
@@ -75,8 +75,13 @@
     · intro h
       simp at h
-  rw [Finset.sum_add_distrib, Finset.sum_sub_distrib, first, last, Finset.sum_const,
-    Finset.card_range, nsmul_eq_mul] at key
+  have total : ∑ j ∈ Finset.range (n + 1), (2 * s * d
+        - (if j = 0 then t else 0) * (zR + zL - 2 * (j * c))
+        + (if j + 1 = n + 1 then t else 0) * (zR + zL - 2 * (j * c + d)))
+      = ((n + 1 : ℕ) : ℝ) * (2 * s * d) - t * (zR + zL)
+        + t * (zR + zL - 2 * (n * c + d)) := by
+    rw [Finset.sum_add_distrib, Finset.sum_sub_distrib, first, last, Finset.sum_const,
+      Finset.card_range, nsmul_eq_mul]
   unfold slabPotential
-  rw [← mul_sub, key]
+  rw [← mul_sub, key, total]
   push_cast
   ring
```

Cause. The error is at `Finset.sum_sub_distrib`, which looks for a sum whose terms are differences and finds none in `key`. The rewrite before it, `Finset.sum_add_distrib`, was needed on the right-hand side of `key`, but it matched the sum for `zR` on the left and split that one. A `rw` step fixes its pattern at the first match and rewrites only instances of it, so the right-hand sum stayed whole. Its terms have the form `a - b + e`, with addition outermost, and so don't fit the subtraction lemma.

The repair evaluates the right-hand sum in a separate statement, `total`. There it is the only sum in the goal, so the same chain of lemmas splits it as intended, and `first` and `last` apply. `key` is now left unaltered, so its left-hand side still matches the difference of sums that appears after `unfold slabPotential` and `← mul_sub`. The final `rw` uses `key` to replace that difference by the single sum, and the added `total` to replace the sum by its value.
